# Energies −t and t of the antisymmetric and symmetric states of two sites with zero on-site energies and real coupling t

The model is a real 2×2 Hamiltonian on two site amplitudes, with zero on-site energies, off-diagonal element `t` and no interaction term. The matrix `levelProjector`, written P here, has diagonal entries 1/2 and off-diagonal entries −1/2, and so projects onto the antisymmetric combination of the sites. The theorem states that P² = P, that the Hamiltonian times P is −t P, and that the Hamiltonian times 1 − P is t (1 − P), for every real `t`, zero included. The attempt splits the statement into its three matrix equations, compares them entry by entry, and leaves each entry to `norm_num` followed by `ring`.

The failing Lean file:

```lean
import Mathlib

open Polynomial

namespace LevelProjectorSpec

noncomputable section

/-- The two-site Hamiltonian with coupling `t` and zero on-site energies. -/
def dimer (t : ℝ) : Matrix (Fin 2) (Fin 2) ℝ := !![0, t; t, 0]

/-- The projector onto the antisymmetric combination of the two sites. -/
def levelProjector : Matrix (Fin 2) (Fin 2) ℝ := !![1 / 2, -1 / 2; -1 / 2, 1 / 2]

/-- `levelProjector` is idempotent, the dimer has energy `-t` on its range and energy `t`
on the range of its complement. -/
theorem levelProjector_spec (t : ℝ) :
    levelProjector * levelProjector = levelProjector ∧
    dimer t * levelProjector = (-t) • levelProjector ∧
    dimer t * (1 - levelProjector) = t • (1 - levelProjector) := by
  refine ⟨?_, ?_, ?_⟩ <;> ext i j <;> fin_cases i <;> fin_cases j <;>
    norm_num [dimer, levelProjector, Matrix.mul_apply, Fin.sum_univ_succ] <;> ring

end

end LevelProjectorSpec
```

Compiling this gives:

```
Try this:
  [apply] ring_nf
  
  The `ring` tactic failed to close the goal. Use `ring_nf` to obtain a normal form.
    
  Note that `ring` works primarily in *commutative* rings. If you have a noncommutative ring, abelian group or module, consider using `noncomm_ring`, `abel` or `module` instead.
Main.lean:20:65: error: unsolved goals
case refine_3.«0».«1»
t : ℝ
⊢ -1 / 2 + 1 (Fin.succ 0) 1 = 1 / 2 ∨ t = 0
```

Diagnosis. The error is in the third equation, at row 0, column 1. The term `1 (Fin.succ 0) 1` is an entry of the identity matrix, with its row index in the form `Fin.sum_univ_succ` produces. Both indices mean 1, so the entry is 1 and the left alternative holds, but `norm_num` did not evaluate it. The alternative `t = 0` comes from cancelling the common factor `t`. `ring` does not evaluate matrix entries or prove disjunctions; the "Try this" message reports that it failed to close the goal and suggests `ring_nf`.

The repair first proves `hc`, which gives 1 − P as an explicit matrix with every entry 1/2. There `Matrix.one_fin_two` writes out the identity matrix, so its entries can be computed. After `rw [hc]` no identity matrix is left in the main goal, and `norm_num` closes every entry. Dropping the final `ring`, which would now have no goals to work on, is mere tidying, and the added comment only explains.

As a diff, the version that Lean accepts:

```diff
@@ -19,6 +19,12 @@
     dimer t * levelProjector = (-t) • levelProjector ∧
     dimer t * (1 - levelProjector) = t • (1 - levelProjector) := by
+  -- the complement projects onto the symmetric combination
+  have hc : 1 - levelProjector = !![1 / 2, 1 / 2; 1 / 2, 1 / 2] := by
+    rw [Matrix.one_fin_two]
+    ext i j
+    fin_cases i <;> fin_cases j <;> norm_num [levelProjector]
+  rw [hc]
   refine ⟨?_, ?_, ?_⟩ <;> ext i j <;> fin_cases i <;> fin_cases j <;>
-    norm_num [dimer, levelProjector, Matrix.mul_apply, Fin.sum_univ_succ] <;> ring
+    norm_num [dimer, levelProjector, Matrix.mul_apply, Fin.sum_univ_succ]
 
 end
```
